# Free magnons with energy $Dk^2$ in three dimensions have a finite thermal density proportional to $T^{3/2}$

Rescaling the wave number pulls a power of the temperature out of a thermal magnon number even when that number is infinite. Take magnons of energy $Dk^2$ in two dimensions, with $k_B = 1$. Their number per area is proportional to $\int_0^\infty k\,dk/(e^{Dk^2/T}-1)$, and the substitution $u=\sqrt{D/T}\,k$ turns this into $T/D$ times $\int_0^\infty u\,du/(e^{u^2}-1)$. That looks like a law linear in $T$, but the last integrand behaves as $1/u$ near zero and the integral diverges. In three dimensions the same substitution gives $T^{3/2}$, and this means something only once the remaining integral is known to be finite.

## From the Bose factor to the $T^{3/2}$ law

Let $D>0$ be the spin-wave stiffness, which sets how steeply the energy of a long-wavelength magnon rises with its wave number, and let $T>0$ be the temperature. Define the thermal weight and a dimensionless constant by

$$w(k)=\frac{k^2}{e^{Dk^2/T}-1},\qquad C=\int_0^\infty\frac{u^2}{e^{u^2}-1}\,du .$$

The claim is that $w$ is integrable on $(0,\infty)$, with $\int_0^\infty w(k)\,dk=(T/D)^{3/2}\,C$ and $0<C<\infty$.

**Finiteness.** For $x\ge 0$ we have $\sinh x\ge x$. With $x=u^2/2$ and $u>0$,

$$e^{u^2}-1=2e^{u^2/2}\sinh(u^2/2)\ \ge\ u^2e^{u^2/2},\qquad\text{so}\qquad 0\le\frac{u^2}{e^{u^2}-1}\le e^{-u^2/2}.$$

A Gaussian is integrable, so $C$ is finite. The one bound covers both ends of the range.

**Scaling.** Put $u=\sqrt{D/T}\,k$. Then $k^2=(T/D)\,u^2$ and $dk=\sqrt{T/D}\,du$, which gives

$$\int_0^\infty w(k)\,dk=\frac TD\sqrt{\frac TD}\int_0^\infty\frac{u^2}{e^{u^2}-1}\,du=\left(\frac TD\right)^{3/2}C .$$

**The constant.** For $u>0$ the number $e^{-u^2}$ is less than one, and the geometric series gives

$$\frac{1}{e^{u^2}-1}=\frac{e^{-u^2}}{1-e^{-u^2}}=\sum_{n=0}^\infty e^{-(n+1)u^2}.$$

Each term leads to a Gaussian second moment. For $b>0$, the substitution $t=bu^2$ yields

$$\int_0^\infty u^2e^{-bu^2}\,du=\frac{1}{2b^{3/2}}\int_0^\infty t^{1/2}e^{-t}\,dt=\frac{\Gamma(3/2)}{2b^{3/2}}=\frac{\sqrt\pi}{4\,b^{3/2}} .$$

All terms are nonnegative and their integrals have a finite sum, because $3/2>1$. Sum and integral may therefore be exchanged:

$$C=\frac{\sqrt\pi}{4}\sum_{n=0}^\infty\frac{1}{(n+1)^{3/2}} .$$

The term $n=0$ alone shows that $C\ge\sqrt\pi/4>0$.

**The density.** The number of magnons per volume is the Bose occupation integrated over $d^3k/(2\pi)^3$. The angles contribute $4\pi$, which leaves the prefactor $4\pi/(2\pi)^3=1/(2\pi^2)$. Since $\frac{1}{2\pi^2}\cdot\frac{\sqrt\pi}{4}=\frac{1}{8\pi^{3/2}}=\left(\frac{1}{4\pi}\right)^{3/2}$, the density is

$$\rho=\left(\frac{T}{4\pi D}\right)^{3/2}\sum_{n=0}^\infty\frac{1}{(n+1)^{3/2}} .$$

Each magnon reduces the magnitude of the total spin component along the magnetisation axis by $\hbar$, so for non-interacting magnons with this dispersion the magnetisation of a ferromagnet falls below its zero-temperature value by an amount proportional to $T^{3/2}$.

## The weight, the constant and the density in Lean

```lean
import Mathlib

open MeasureTheory Set Real

namespace BlochLaw

noncomputable section
```

The weight is an ordinary real function of three real arguments. The quadratic dispersion, the Bose occupation with zero chemical potential and the convention $k_B=1$ are all written into it.

```lean
/-- Thermal weight of magnons at wave number `k`: the phase-space factor `k ^ 2` times the Bose
occupation of the energy `D * k ^ 2` at temperature `T` (with `k_B = 1`), for `D, T > 0`, `k ≠ 0`. -/
def magnonWeight (D T k : ℝ) : ℝ := k ^ 2 / (Real.exp (D * k ^ 2 / T) - 1)
```

The constant $C$ is an integral over `Ioi 0`, the open half line $(0,\infty)$.

```lean
/-- The dimensionless Bloch constant, the integral of `u ^ 2 / (exp (u ^ 2) - 1)` over `u > 0`. -/
def blochConstant : ℝ := ∫ u in Ioi (0 : ℝ), u ^ 2 / (Real.exp (u ^ 2) - 1)
```

The density is defined in its radial form, with the angular integration already carried out.

```lean
/-- Number of thermal magnons per volume in three dimensions, for `D, T > 0`. -/
def magnonDensity (D T : ℝ) : ℝ := 1 / (2 * π ^ 2) * ∫ k in Ioi (0 : ℝ), magnonWeight D T k
```

These definitions fix the physical model. No spin Hamiltonian appears, and neither the dispersion nor the link between magnon number and magnetisation is derived. There is no gap from anisotropy or an applied field, and there are no interactions between magnons. The wave number runs to infinity instead of stopping at a zone boundary, which is reasonable at low temperature, where the Bose factor suppresses large $k$.

## The Gaussian bound and integrability

The first lemma is the $\sinh$ estimate. The proof multiplies the inequality out with `div_le_iff₀`, which turns it into $u^2\le e^{u^2/2}-e^{-u^2/2}$. This is twice the inequality `hs`, and `linarith` closes the goal.

```lean
/-- The dimensionless thermal weight lies below a Gaussian. -/
theorem weight_le_gaussian {u : ℝ} (hu : 0 < u) :
    u ^ 2 / (Real.exp (u ^ 2) - 1) ≤ Real.exp (-(1 / 2) * u ^ 2) := by
  have hE : 1 < Real.exp (u ^ 2) := Real.one_lt_exp_iff.2 (by positivity)
  have hs : u ^ 2 / 2 ≤ Real.sinh (u ^ 2 / 2) := Real.self_le_sinh_iff.2 (by positivity)
  rw [Real.sinh_eq] at hs
  have h1 : Real.exp (-(1 / 2) * u ^ 2) * Real.exp (u ^ 2) = Real.exp (u ^ 2 / 2) := by
    rw [← Real.exp_add]
    congr 1
    ring
  have h2 : Real.exp (-(1 / 2) * u ^ 2) = Real.exp (-(u ^ 2 / 2)) := by
    congr 1
    ring
  rw [div_le_iff₀ (by linarith), mul_sub, h1, h2]
  linarith
```

Integrability follows by domination. `Integrable.mono'` asks for an integrable upper bound, for measurability of the weight, and for the bound to hold almost everywhere on the half line. The weight is nonnegative, so its norm is the weight itself.

```lean
/-- The dimensionless thermal weight is integrable over `u > 0`. -/
theorem weight_integrableOn :
    IntegrableOn (fun u : ℝ => u ^ 2 / (Real.exp (u ^ 2) - 1)) (Ioi 0) := by
  have hg : IntegrableOn (fun u : ℝ => Real.exp (-(1 / 2) * u ^ 2)) (Ioi 0) :=
    (integrable_exp_neg_mul_sq (by norm_num : (0 : ℝ) < 1 / 2)).integrableOn
  have hm : Measurable (fun u : ℝ => u ^ 2 / (Real.exp (u ^ 2) - 1)) := by fun_prop
  refine Integrable.mono' hg hm.aestronglyMeasurable ?_
  refine (ae_restrict_iff' measurableSet_Ioi).2 (ae_of_all _ fun u hu => ?_)
  have hE : 1 ≤ Real.exp (u ^ 2) := Real.one_le_exp (by positivity)
  rw [Real.norm_of_nonneg (div_nonneg (by positivity) (by linarith))]
  exact weight_le_gaussian hu
```

## The scaling law

A short lemma splits the real power as $x^{3/2}=x\sqrt x$. This matches the two sources of the exponent: a factor $T/D$ from $k^2$ and a factor $\sqrt{T/D}$ from $dk$.

```lean
/-- The power `3/2` of a positive number is the number times its square root. -/
theorem rpow_three_halves {x : ℝ} (hx : 0 < x) : x ^ (3 / 2 : ℝ) = x * √x := by
  rw [show (3 / 2 : ℝ) = 1 + 1 / 2 by norm_num, Real.rpow_add hx, Real.rpow_one,
    ← Real.sqrt_eq_rpow]
```

Bloch's law is the $T^{3/2}$ fall of a ferromagnet's magnetisation at low temperature. The theorem named `bloch_law` proves only a statement about the magnon integral behind it: for all positive $D$ and $T$ the weight is integrable on $(0,\infty)$, and its integral equals $(T/D)^{3/2}$ times `blochConstant`. The first half matters for the second, because Lean assigns the value zero to the integral of a non-integrable function, and an equation between integrals would not by itself show that they are finite.

In the proof, `hfun` writes the weight as $T/D$ times the dimensionless function evaluated at $\sqrt{D/T}\,k$. Mathlib's change-of-variable lemmas for the half line then transfer integrability and supply the factor $1/\sqrt{D/T}$, which `hinv` identifies with $\sqrt{T/D}$.

```lean
/-- For `D, T > 0` the thermal magnon weight is integrable over wave numbers `k > 0`, and its
integral is `(T / D) ^ (3/2)` times the Bloch constant. -/
theorem bloch_law {D T : ℝ} (hD : 0 < D) (hT : 0 < T) :
    IntegrableOn (magnonWeight D T) (Ioi 0) ∧
      ∫ k in Ioi (0 : ℝ), magnonWeight D T k = (T / D) ^ (3 / 2 : ℝ) * blochConstant := by
  have hb : 0 < √(D / T) := Real.sqrt_pos.2 (by positivity)
  have hb2 : √(D / T) ^ 2 = D / T := Real.sq_sqrt (by positivity)
  -- in the variable `u = √(D / T) * k` the weight no longer depends on `D` and `T`
  have hfun : magnonWeight D T = fun k : ℝ =>
      T / D * ((√(D / T) * k) ^ 2 / (Real.exp ((√(D / T) * k) ^ 2) - 1)) := by
    funext k
    have hk : T / D * (D * k ^ 2 / T) = k ^ 2 := by field_simp
    rw [magnonWeight, mul_pow, hb2, show D / T * k ^ 2 = D * k ^ 2 / T by ring,
      ← mul_div_assoc, hk]
  constructor
  · have hi := (integrableOn_Ioi_comp_mul_left_iff
      (fun u : ℝ => u ^ 2 / (Real.exp (u ^ 2) - 1)) 0 hb).2
      (by rw [mul_zero]; exact weight_integrableOn)
    rw [hfun]
    exact Integrable.const_mul hi (T / D)
  · have h2 := integral_comp_mul_left_Ioi
      (fun u : ℝ => u ^ 2 / (Real.exp (u ^ 2) - 1)) 0 hb
    simp only [mul_zero, smul_eq_mul] at h2
    have hinv : √(T / D) = (√(D / T))⁻¹ := by rw [← Real.sqrt_inv, inv_div]
    rw [hfun, integral_const_mul, h2, rpow_three_halves (by positivity), hinv, blochConstant]
    ring
```

## The series for the constant

The statements about series use `HasSum f a`, which says that the series with terms `f n` converges and that its sum is `a`. The index `n` starts at zero, hence the `n + 1` in every term.

The next lemma expands the weight at a fixed $u>0$. It multiplies the geometric series in $e^{-u^2}$ by $u^2e^{-u^2}$; `hv` then identifies the sum and `hf` the individual terms.

```lean
/-- For `u > 0` the dimensionless thermal weight is the sum over `n ≥ 0` of the terms `u ^ 2 * exp
(-(n + 1) * u ^ 2)`. -/
theorem weight_hasSum {u : ℝ} (hu : 0 < u) :
    HasSum (fun n : ℕ => u ^ 2 * Real.exp (-((n : ℝ) + 1) * u ^ 2))
      (u ^ 2 / (Real.exp (u ^ 2) - 1)) := by
  have hu2 : 0 < u ^ 2 := by positivity
  have hE : 1 < Real.exp (u ^ 2) := Real.one_lt_exp_iff.2 hu2
  have hr : Real.exp (-u ^ 2) < 1 := Real.exp_lt_one_iff.2 (by linarith)
  have h := (hasSum_geometric_of_lt_one (Real.exp_pos _).le hr).mul_left
    (u ^ 2 * Real.exp (-u ^ 2))
  have hv : u ^ 2 * Real.exp (-u ^ 2) * (1 - Real.exp (-u ^ 2))⁻¹
      = u ^ 2 / (Real.exp (u ^ 2) - 1) := by
    have h3 : Real.exp (-u ^ 2) * Real.exp (u ^ 2) = 1 := by
      rw [← Real.exp_add, neg_add_cancel, Real.exp_zero]
    rw [← div_eq_mul_inv, div_eq_div_iff (by linarith) (by linarith)]
    linear_combination u ^ 2 * h3
  have hf : (fun n : ℕ => u ^ 2 * Real.exp (-((n : ℝ) + 1) * u ^ 2))
      = fun n : ℕ => u ^ 2 * Real.exp (-u ^ 2) * Real.exp (-u ^ 2) ^ n := by
    funext n
    have hn : Real.exp (-((n : ℝ) + 1) * u ^ 2)
        = Real.exp (-u ^ 2) * Real.exp (-u ^ 2) ^ n := by
      rw [← Real.exp_nat_mul, ← Real.exp_add]
      congr 1
      ring
    rw [hn, mul_assoc]
  rw [hf, ← hv]
  exact h
```

The second moment comes from Mathlib's general formula for $\int_0^\infty x^q e^{-bx^p}\,dx$ in terms of the Gamma function, taken at $p=q=2$. The step `hG` evaluates $\Gamma(3/2)=\sqrt\pi/2$ from $\Gamma(1/2)=\sqrt\pi$.

```lean
/-- The second moment of a Gaussian on the half line. -/
theorem gaussian_second_moment {b : ℝ} (hb : 0 < b) :
    ∫ u in Ioi (0 : ℝ), u ^ 2 * Real.exp (-b * u ^ 2) = √π / 4 / b ^ (3 / 2 : ℝ) := by
  have h := integral_rpow_mul_exp_neg_mul_rpow (p := 2) (q := 2) (b := b)
    (by norm_num) (by norm_num) hb
  simp only [Real.rpow_two] at h
  have hG : Real.Gamma ((2 + 1) / 2) = √π / 2 := by
    rw [show ((2 + 1) / 2 : ℝ) = 1 / 2 + 1 by norm_num, Real.Gamma_add_one (by norm_num),
      Real.Gamma_one_half_eq]
    ring
  rw [h, hG, show (-(2 + 1) / 2 : ℝ) = -(3 / 2) by norm_num, Real.rpow_neg hb.le]
  ring
```

These results now combine. Termwise integrability is `hint`, the value of each integral is `hmom`, and `hsum` shows that the integrals of the norms are summable by comparing them with $\sum 1/m^{3/2}$. These are the conditions under which `hasSum_integral_of_summable_integral_norm` exchanges sum and integral. Finally `hc` replaces the sum under the integral by the Bose form of the weight.

```lean
/-- The Bloch constant is `√π / 4` times the convergent sum of `1 / m ^ (3/2)` over `m ≥ 1`. -/
theorem blochConstant_hasSum :
    HasSum (fun n : ℕ => √π / 4 / ((n : ℝ) + 1) ^ (3 / 2 : ℝ)) blochConstant := by
  have hint : ∀ n : ℕ, Integrable (fun u : ℝ => u ^ 2 * Real.exp (-((n : ℝ) + 1) * u ^ 2))
      (volume.restrict (Ioi 0)) := by
    intro n
    have h := integrableOn_rpow_mul_exp_neg_mul_sq (b := (n : ℝ) + 1) (by positivity)
      (s := 2) (by norm_num)
    simpa only [Real.rpow_two, IntegrableOn] using h
  have hmom : ∀ n : ℕ, ∫ u in Ioi (0 : ℝ), u ^ 2 * Real.exp (-((n : ℝ) + 1) * u ^ 2)
      = √π / 4 / ((n : ℝ) + 1) ^ (3 / 2 : ℝ) :=
    fun n => gaussian_second_moment (by positivity)
  have hnorm : ∀ (n : ℕ) (u : ℝ), ‖u ^ 2 * Real.exp (-((n : ℝ) + 1) * u ^ 2)‖
      = u ^ 2 * Real.exp (-((n : ℝ) + 1) * u ^ 2) :=
    fun n u => Real.norm_of_nonneg (by positivity)
  have hsum : Summable fun n : ℕ =>
      ∫ u in Ioi (0 : ℝ), ‖u ^ 2 * Real.exp (-((n : ℝ) + 1) * u ^ 2)‖ := by
    have hs := ((summable_nat_add_iff 1).2
      (Real.summable_one_div_nat_rpow.2 (by norm_num : (1 : ℝ) < 3 / 2))).mul_left (√π / 4)
    have he : (fun n : ℕ => ∫ u in Ioi (0 : ℝ), ‖u ^ 2 * Real.exp (-((n : ℝ) + 1) * u ^ 2)‖)
        = fun n : ℕ => √π / 4 * (1 / ((n + 1 : ℕ) : ℝ) ^ (3 / 2 : ℝ)) := by
      funext n
      simp only [hnorm]
      rw [hmom]
      push_cast
      ring
    rw [he]
    exact hs
  -- exchange of sum and integral
  have h := hasSum_integral_of_summable_integral_norm hint hsum
  simp only [hmom] at h
  have hc : ∫ u in Ioi (0 : ℝ), ∑' n : ℕ, u ^ 2 * Real.exp (-((n : ℝ) + 1) * u ^ 2)
      = blochConstant :=
    setIntegral_congr_fun measurableSet_Ioi fun u hu => (weight_hasSum hu).tsum_eq
  rw [← hc]
  exact h
```

Positivity follows because a sum of nonnegative terms is at least as large as its term at $n=0$.

```lean
/-- The Bloch constant is positive. -/
theorem blochConstant_pos : 0 < blochConstant := by
  have h := le_hasSum blochConstant_hasSum 0 (fun n _ => by positivity)
  exact lt_of_lt_of_le (by positivity) h
```

## The magnon density

The last theorem states the formula for $\rho$: for positive $D$ and $T$, the series with terms $(T/(4\pi D))^{3/2}/(n+1)^{3/2}$ converges to `magnonDensity D T`. Most of the proof is the arithmetic of the prefactor. The steps `hq` and `hs` compute $\sqrt{1/(4\pi)}=\sqrt\pi/(2\pi)$, and `hp` uses this to split the power. The scaling law and the series for $C$ then give the result.

```lean
/-- The magnon density is `(T / (4 π D)) ^ (3/2)` times the sum of `1 / m ^ (3/2)` over `m ≥ 1`. -/
theorem magnonDensity_hasSum {D T : ℝ} (hD : 0 < D) (hT : 0 < T) :
    HasSum (fun n : ℕ => (T / (4 * π * D)) ^ (3 / 2 : ℝ) / ((n : ℝ) + 1) ^ (3 / 2 : ℝ))
      (magnonDensity D T) := by
  have hπ : 0 < π := Real.pi_pos
  have hq : 1 / (4 * π) = (√π / (2 * π)) ^ 2 := by
    rw [div_pow, Real.sq_sqrt hπ.le, div_eq_div_iff (by positivity) (by positivity)]
    ring
  have hs : √(1 / (4 * π)) = √π / (2 * π) := by
    rw [hq, Real.sqrt_sq (by positivity)]
  have hp : (T / (4 * π * D)) ^ (3 / 2 : ℝ)
      = (T / D) ^ (3 / 2 : ℝ) * (1 / (4 * π) * (√π / (2 * π))) := by
    rw [show T / (4 * π * D) = T / D * (1 / (4 * π)) by ring,
      Real.mul_rpow (by positivity) (by positivity),
      rpow_three_halves (x := 1 / (4 * π)) (by positivity), hs]
  have h := blochConstant_hasSum.mul_left (1 / (2 * π ^ 2) * (T / D) ^ (3 / 2 : ℝ))
  have hf : (fun n : ℕ => (T / (4 * π * D)) ^ (3 / 2 : ℝ) / ((n : ℝ) + 1) ^ (3 / 2 : ℝ))
      = fun n : ℕ => 1 / (2 * π ^ 2) * (T / D) ^ (3 / 2 : ℝ)
        * (√π / 4 / ((n : ℝ) + 1) ^ (3 / 2 : ℝ)) := by
    funext n
    rw [hp]
    ring
  rw [hf, magnonDensity, (bloch_law hD hT).2, ← mul_assoc]
  exact h

end

end BlochLaw
```

```lean
#print axioms BlochLaw.blochConstant_pos
#print axioms BlochLaw.magnonDensity_hasSum
```

```
'BlochLaw.blochConstant_pos' depends on axioms: [propext, Classical.choice, Quot.sound]
'BlochLaw.magnonDensity_hasSum' depends on axioms: [propext, Classical.choice, Quot.sound]
```

## The energy density, and the sum in a numerical calculation

Weighting each magnon by its energy $Dk^2$ replaces $k^2$ by $Dk^4$ in the integrand. The same substitution and expansion, carried out by hand and not formalised here, give the energy per volume

$$\varepsilon=\frac32\,T\left(\frac{T}{4\pi D}\right)^{3/2}\sum_{n=0}^\infty\frac{1}{(n+1)^{5/2}} .$$

It grows as $T^{5/2}$, so the magnon heat capacity at fixed volume grows as $T^{3/2}$.

In a program, the sum in $\rho$ is the zeta value $\zeta(3/2)\approx 2.612$ and is best taken from a library routine. Adding terms directly is slow: after $N$ terms the remainder is about $2/\sqrt N$, so a million terms still leave an error near $0.002$. If the integral is done by quadrature instead, the denominator should be computed with `expm1`, since subtracting one from $e^{u^2}$ loses digits at small $u$.

A lattice calculation sums the Bose factor over a mesh in the Brillouin zone. For a gapless ferromagnet whose dispersion near $k=0$ is quadratic and the same in all directions, the formula for $\rho$ gives a low-temperature check on that sum, with $D$ fitted to the computed dispersion there. The Bose factor diverges at $k=0$, so the mesh can be shifted off that point, or the point can be left out of the sum. For a plain sum to be accurate, the mesh spacing should be small compared with $\sqrt{T/D}$: near $k=0$ the Bose factor behaves as $T/(Dk^2)$, and this singularity can leave a relative error of the order of the spacing divided by $\sqrt{T/D}$.
